# Third-order expansion and positive spectral part of the ADC form for finite Hermitian matrices above the real axis

An electron added to or removed from a molecule couples to intermediate configurations, such as two particles and one hole or two holes and one particle. The frequency-dependent part of its self-energy can be expanded in powers of the residual interaction, but a series cut at finite order need not give spectral weights of the physical sign. The algebraic diagrammatic construction (ADC) writes this quantity as a resolvent in the space of intermediate states, placed between two coupling matrices. The questions here are what the expansion of that form through third order looks like and whether the form keeps the sign. For finitely many states, Hermitian energy and interaction matrices and a frequency with positive imaginary part, the form agrees up to fourth-order terms with an explicit third-order series built from its own matrices, and its spectral part is positive semidefinite. Matching that series to the diagrams of a many-electron Hamiltonian is a separate step, not treated here.

## Matrices, frequency and coupling strength

The finite index set $n$ labels intermediate states and $m$ labels orbitals. The complex $n\times n$ matrix $K$ holds the zeroth-order energies and $C$ the first-order interaction among the intermediate states. Both are assumed Hermitian, as diagonal blocks of Hermitian matrices are, and $K$ need not be diagonal. The $n\times m$ matrices $U_1, U_2$ are the first- and second-order couplings. The real number $l$ scales the interaction, with $l=1$ the physical strength. The frequency $w$ is complex, and $\operatorname{Im} w>0$ is the retarded convention, with $\operatorname{Im} w$ acting as a line broadening. Upright $\mathrm i$ is the imaginary unit (Lean's `I`), and $X^\dagger$ is the conjugate transpose `Xᴴ`.

```lean
import Mathlib

open Matrix Complex Asymptotics Topology
open scoped ComplexOrder

namespace ADCPropagator

noncomputable section

variable {n m : Type*} [Fintype n] [DecidableEq n]
```

For an $n\times n$ matrix $H$ the resolvent is $(w-H)^{-1}$, where $w$ means $w$ times the unit matrix. Lean's inverse of a singular matrix is zero, and part (b) shows that this case does not arise for Hermitian $H$ off the real axis.

```lean
/-- The resolvent `(w - H)⁻¹` of a matrix `H` at complex frequency `w`. -/
def resolvent (w : ℂ) (H : Matrix n n ℂ) : Matrix n n ℂ := (w • (1 : Matrix n n ℂ) - H)⁻¹
```

The coupling is $U(l)=lU_1+l^2U_2$, and the ADC form is $M(l)=U(l)^\dagger (w-K-lC)^{-1}U(l)$.

```lean
/-- The coupling matrix through second order, `U(l) = l U₁ + l² U₂`. -/
def coupling (U₁ U₂ : Matrix n m ℂ) (l : ℝ) : Matrix n m ℂ := l • U₁ + l ^ 2 • U₂

/-- The ADC form `M(l) = U(l)† (w - K - l C)⁻¹ U(l)`. -/
def adcForm (w : ℂ) (K C : Matrix n n ℂ) (U₁ U₂ : Matrix n m ℂ) (l : ℝ) : Matrix m m ℂ :=
  (coupling U₁ U₂ l)ᴴ * resolvent w (K + l • C) * coupling U₁ U₂ l
```

For an $n\times n$ matrix $g$, later set to $(w-K)^{-1}$, the third-order series is
$$S(l)=l^2\,U_1^\dagger gU_1+l^3\left(U_1^\dagger gU_2+U_2^\dagger gU_1+U_1^\dagger gCgU_1\right).$$

```lean
/-- The series through third order for a zeroth-order propagator `g`:
`l² U₁† g U₁ + l³ (U₁† g U₂ + U₂† g U₁ + U₁† g C g U₁)`. -/
def series (g C : Matrix n n ℂ) (U₁ U₂ : Matrix n m ℂ) (l : ℝ) : Matrix m m ℂ :=
  l ^ 2 • (U₁ᴴ * g * U₁)
    + l ^ 3 • (U₁ᴴ * g * U₂ + U₂ᴴ * g * U₁ + U₁ᴴ * (g * C * g) * U₁)
```

With a second matrix $G$, later the full resolvent, the remainder is
$$R=U_2^\dagger GU_2+U_1^\dagger gCG\,U_2+U_2^\dagger gCG\,U_1+U_1^\dagger gCgCG\,U_1 .$$

```lean
/-- The matrix `U₂† G U₂ + U₁† g C G U₂ + U₂† g C G U₁ + U₁† g C g C G U₁` built from a
zeroth-order propagator `g` and a full propagator `G`. -/
def remainder (g G C : Matrix n n ℂ) (U₁ U₂ : Matrix n m ℂ) : Matrix m m ℂ :=
  U₂ᴴ * G * U₂ + U₁ᴴ * (g * C * G) * U₂ + U₂ᴴ * (g * C * G) * U₁
    + U₁ᴴ * (g * C * g * C * G) * U₁
```

The spectral part of an $m\times m$ matrix $X$ is $\mathrm i(X-X^\dagger)$. Its diagonal entries are $-2\operatorname{Im}X_{ii}$, which is $2\pi$ times the usual density $-\operatorname{Im}X_{ii}/\pi$.

```lean
/-- The spectral part `i (X - X†)` of a square matrix. -/
def spectralPart (X : Matrix m m ℂ) : Matrix m m ℂ := I • (X - Xᴴ)
```

The matrices $K, C, U_1, U_2$ are free inputs. In the diagrammatic derivation of an ADC scheme they are fixed by comparing $S(l)$ with the diagrams of a many-electron Hamiltonian. That comparison, the static part of the self-energy and higher-order terms in $U$ or $C$ do not enter the statements below.

## (a) The difference of $w-H$ and its adjoint

Show that for Hermitian $H$, any complex $w$ and $A=w-H$, one has $A-A^\dagger=2\mathrm i\operatorname{Im}w\cdot 1$.

Taking the adjoint conjugates the scalar and leaves $H$ unchanged, so $A^\dagger=\bar w-H$, with $\bar w$ the complex conjugate of $w$. Subtracting cancels $H$ and leaves $(w-\bar w)\cdot1=2\mathrm i\operatorname{Im}w\cdot1$. In `sub_adjoint`, `hs` is the scalar identity, `hH.eq` replaces $H^\dagger$ by $H$, and `abel` does the cancellation.

```lean
omit [Fintype n] in
/-- For Hermitian `H`, the difference of `w - H` and its adjoint is `2 i Im w` times the
unit matrix. -/
theorem sub_adjoint (w : ℂ) {H : Matrix n n ℂ} (hH : H.IsHermitian) :
    (w • (1 : Matrix n n ℂ) - H) - (w • (1 : Matrix n n ℂ) - H)ᴴ
      = (((2 * w.im : ℝ) : ℂ) * I) • (1 : Matrix n n ℂ) := by
  have hs : w - star w = ((2 * w.im : ℝ) : ℂ) * I := Complex.sub_conj w
  rw [conjTranspose_sub, conjTranspose_smul, conjTranspose_one, hH.eq, ← hs, sub_smul]
  abel
```

## (b) No zero of the determinant off the real axis

Show that $\det(w-H)\neq0$ for Hermitian $H$ and $\operatorname{Im}w\neq0$.

Suppose the determinant vanishes. Then a vector $v\neq0$ exists with $Av=0$. It follows that $v^\dagger Av=0$, and also $v^\dagger A^\dagger v=(Av)^\dagger v=0$. Subtracting and using (a),
$$0=v^\dagger(A-A^\dagger)v=2\mathrm i\operatorname{Im}w\;v^\dagger v .$$
The prefactor is nonzero, so $v^\dagger v=0$ and $v=0$, a contradiction. The Lean proof obtains `v` from `Matrix.exists_mulVec_eq_zero_iff`. The adjoint expectation value is `h1`, the difference is `h2`, the nonzero prefactor is `hc`, and `dotProduct_star_self_eq_zero` closes the argument.

```lean
/-- For Hermitian `H` and `w` off the real axis, the determinant of `w - H` is nonzero. -/
theorem det_ne_zero {w : ℂ} (hw : w.im ≠ 0) {H : Matrix n n ℂ} (hH : H.IsHermitian) :
    (w • (1 : Matrix n n ℂ) - H).det ≠ 0 := by
  intro hdet
  obtain ⟨v, hv, hAv⟩ := Matrix.exists_mulVec_eq_zero_iff.mpr hdet
  -- a null vector has vanishing expectation value in both `w - H` and its adjoint
  have h1 : star v ⬝ᵥ (w • (1 : Matrix n n ℂ) - H)ᴴ *ᵥ v = 0 := by
    rw [Matrix.dotProduct_mulVec, ← Matrix.star_mulVec, hAv]
    simp
  have h2 : star v ⬝ᵥ ((w • (1 : Matrix n n ℂ) - H) - (w • (1 : Matrix n n ℂ) - H)ᴴ) *ᵥ v
      = 0 := by
    rw [Matrix.sub_mulVec, dotProduct_sub, h1, hAv]
    simp
  rw [sub_adjoint w hH, Matrix.smul_mulVec, Matrix.one_mulVec, dotProduct_smul,
    smul_eq_mul] at h2
  have hc : ((2 * w.im : ℝ) : ℂ) * I ≠ 0 :=
    mul_ne_zero (Complex.ofReal_ne_zero.mpr (mul_ne_zero two_ne_zero hw)) I_ne_zero
  exact hv (dotProduct_star_self_eq_zero.mp ((mul_eq_zero.mp h2).resolve_left hc))
```

## (c) The spectral part of a sandwiched resolvent

For Hermitian $H$, $\operatorname{Im}w\neq0$, $G=(w-H)^{-1}$ and any $n\times m$ matrix $U$, show that
$$\mathrm i\left(U^\dagger GU-(U^\dagger GU)^\dagger\right)=2\operatorname{Im}w\,(GU)^\dagger(GU).$$

By (b), $AG=1$, and the adjoint of this reads $G^\dagger A^\dagger=1$. Multiply (a) by $G^\dagger$ on the left and $G$ on the right:
$$G^\dagger AG-G^\dagger A^\dagger G=G^\dagger-G=2\mathrm i\operatorname{Im}w\,G^\dagger G .$$
Multiplying by $-\mathrm i$ gives $\mathrm i(G-G^\dagger)=2\operatorname{Im}w\,G^\dagger G$. Since $(U^\dagger GU)^\dagger=U^\dagger G^\dagger U$, placing this between $U^\dagger$ and $U$ yields the claim. In Lean, `hA` and `hB` are the two inverse relations, `h` is the displayed identity for $G^\dagger-G$, the second `e` is its form between $U^\dagger$ and $U$, and the last line settles the scalar equation $\mathrm i\cdot(-2\mathrm i\operatorname{Im}w)=2\operatorname{Im}w$ from `I_mul_I`.

```lean
/-- For Hermitian `H`, `Im w ≠ 0`, `G = (w - H)⁻¹` and any coupling `U`, the spectral part
of `U† G U` equals `2 Im w (G U)† (G U)`. -/
theorem spectralPart_resolvent {w : ℂ} (hw : w.im ≠ 0) {H : Matrix n n ℂ}
    (hH : H.IsHermitian) (U : Matrix n m ℂ) :
    spectralPart (Uᴴ * resolvent w H * U)
      = ((2 * w.im : ℝ) : ℂ) • ((resolvent w H * U)ᴴ * (resolvent w H * U)) := by
  have hA : (w • (1 : Matrix n n ℂ) - H) * resolvent w H = 1 :=
    mul_nonsing_inv _ (isUnit_iff_ne_zero.mpr (det_ne_zero hw hH))
  have hB : (resolvent w H)ᴴ * (w • (1 : Matrix n n ℂ) - H)ᴴ = 1 := by
    rw [← conjTranspose_mul, hA, conjTranspose_one]
  -- sandwich `A - A†` between `G†` and `G`
  have h : (resolvent w H)ᴴ - resolvent w H
      = (((2 * w.im : ℝ) : ℂ) * I) • ((resolvent w H)ᴴ * resolvent w H) := by
    have e := congrArg (fun X => (resolvent w H)ᴴ * X * resolvent w H) (sub_adjoint w hH)
    beta_reduce at e
    rw [Matrix.mul_sub, Matrix.sub_mul, hB, Matrix.mul_assoc, hA, Matrix.mul_one,
      Matrix.one_mul, Matrix.mul_smul, Matrix.mul_one, Matrix.smul_mul] at e
    exact e
  have e := congrArg (fun X => Uᴴ * X * U) h
  simp only [Matrix.mul_sub, Matrix.sub_mul, Matrix.mul_smul, Matrix.smul_mul,
    Matrix.mul_assoc] at e
  simp only [spectralPart, conjTranspose_mul, conjTranspose_conjTranspose, Matrix.mul_assoc]
  rw [← neg_sub, e, ← neg_smul, smul_smul]
  congr 1
  linear_combination (-((2 * w.im : ℝ) : ℂ)) * I_mul_I
```

## (d) The Dyson equation

From here on $g=(w-K)^{-1}$ and $G=(w-K-lC)^{-1}$. For Hermitian $K, C$, real $l$ and $\operatorname{Im}w\neq0$, show that $G=g+l\,gCG$.

Because $l$ is real, $K+lC$ is Hermitian, so (b) applies both to it and to $K$. Start from $(w-K-lC)G=1$ and multiply by $g$ on the left. With $g(w-K)=1$ the left side becomes $G-l\,gCG$ and the right side is $g$. The Lean steps are `hH` for hermiticity, `hA` and `hg` for the two inverse relations, and `e` for the product.

```lean
/-- Dyson equation `G = g + l g C G` for `g = (w - K)⁻¹`, `G = (w - K - l C)⁻¹`, with `K`,
`C` Hermitian, `l` real and `Im w ≠ 0`. -/
theorem dyson {w : ℂ} (hw : w.im ≠ 0) {K C : Matrix n n ℂ} (hK : K.IsHermitian)
    (hC : C.IsHermitian) (l : ℝ) :
    resolvent w (K + l • C)
      = resolvent w K + l • (resolvent w K * C * resolvent w (K + l • C)) := by
  have hH : (K + l • C).IsHermitian := by
    simp [Matrix.IsHermitian, conjTranspose_smul, hK.eq, hC.eq]
  have hA : (w • (1 : Matrix n n ℂ) - (K + l • C)) * resolvent w (K + l • C) = 1 :=
    mul_nonsing_inv _ (isUnit_iff_ne_zero.mpr (det_ne_zero hw hH))
  have hg : resolvent w K * (w • (1 : Matrix n n ℂ) - K) = 1 :=
    nonsing_inv_mul _ (isUnit_iff_ne_zero.mpr (det_ne_zero hw hK))
  have e := congrArg (fun X => resolvent w K * X) hA
  beta_reduce at e
  rw [← sub_sub, ← Matrix.mul_assoc, Matrix.mul_sub, hg, Matrix.sub_mul, Matrix.one_mul,
    Matrix.mul_smul, Matrix.smul_mul, Matrix.mul_one] at e
  exact sub_eq_iff_eq_add.mp e
```

## (e) The exact remainder at fourth order

Under the hypotheses of (d), show that $M(l)-S(l)=l^4R$ for every real $l$, and evaluate both sides in a $1\times1$ case.

Expanding the couplings, with $l$ real so that $U(l)^\dagger=lU_1^\dagger+l^2U_2^\dagger$,
$$M=l^2U_1^\dagger GU_1+l^3\left(U_1^\dagger GU_2+U_2^\dagger GU_1\right)+l^4U_2^\dagger GU_2 .$$
In the $l^3$ terms one use of (d) suffices: $l^3U_1^\dagger GU_2=l^3U_1^\dagger gU_2+l^4U_1^\dagger gCGU_2$, and $l^3U_2^\dagger GU_1=l^3U_2^\dagger gU_1+l^4U_2^\dagger gCGU_1$. The $l^2$ term needs two uses. Multiplying (d) by $gC$ on the left gives $gCG=gCg+l\,gCgCG$, hence
$$l^2U_1^\dagger GU_1=l^2U_1^\dagger gU_1+l^3U_1^\dagger gCgU_1+l^4U_1^\dagger gCgCGU_1 .$$
The terms in $l^2$ and $l^3$ add up to $S(l)$, and the four terms in $l^4$ add up to $l^4R$.

As numbers, take $K=0$, $C=U_1=U_2=1$, $w=\mathrm i$, $l=1$. Then $g=-\mathrm i$, $G=1/(\mathrm i-1)=-(1+\mathrm i)/2$ and $U(1)=2$, so $M=4G=-2-2\mathrm i$. The series is $S=3g+g^2=-1-3\mathrm i$, and $M-S=-1+\mathrm i$. The remainder is $R=G(1+g)^2=G\cdot(-2\mathrm i)=-1+\mathrm i$, in agreement. The spectral part of $M$ is $-2\operatorname{Im}M=4$, and (c) gives $2\,|GU(1)|^2=2\cdot\tfrac12\cdot4=4$.

The slip to avoid is writing $g$ for $G$ inside $R$. That produces the value of $R$ at $l=0$, the fourth-order coefficient, and the exact identity fails in general: in the example it gives $g(1+g)^2=-2$ in place of $-1+\mathrm i$. The statement of `adcForm_exact` accordingly passes `resolvent w (K + l • C)` as the second argument of `remainder`, so $R$ depends on $l$.

In the proof, `h1` is (d) and `h2` its product with $gC$. The equations `e11`, `e12`, `e21` place `h1` between the couplings named by their digits, and `e4` places `h2` between $U_1^\dagger$ and $U_1$. The final `linear_combination` adds them with weights $l^2, l^3, l^3, l^3$.

```lean
/-- For Hermitian `K`, `C`, `Im w ≠ 0` and every real `l`, the ADC form equals the third-order
series plus `l⁴` times the remainder matrix built from `g = (w - K)⁻¹` and `G = (w - K - l C)⁻¹`. -/
theorem adcForm_exact {w : ℂ} (hw : w.im ≠ 0) {K C : Matrix n n ℂ} (hK : K.IsHermitian)
    (hC : C.IsHermitian) (U₁ U₂ : Matrix n m ℂ) (l : ℝ) :
    adcForm w K C U₁ U₂ l - series (resolvent w K) C U₁ U₂ l
      = l ^ 4 • remainder (resolvent w K) (resolvent w (K + l • C)) C U₁ U₂ := by
  have h1 := dyson hw hK hC l
  -- second iteration of the Dyson equation
  have h2 := congrArg (fun X : Matrix n n ℂ => resolvent w K * C * X) h1
  simp only [Matrix.mul_add, Matrix.mul_smul, ← Matrix.mul_assoc] at h2
  have e11 := congrArg (fun X : Matrix n n ℂ => U₁ᴴ * X * U₁) h1
  have e12 := congrArg (fun X : Matrix n n ℂ => U₁ᴴ * X * U₂) h1
  have e21 := congrArg (fun X : Matrix n n ℂ => U₂ᴴ * X * U₁) h1
  have e4 := congrArg (fun X : Matrix n n ℂ => U₁ᴴ * X * U₁) h2
  simp only [Matrix.mul_add, Matrix.add_mul, Matrix.mul_smul, Matrix.smul_mul]
    at e11 e12 e21 e4
  simp only [adcForm, coupling, series, remainder, conjTranspose_add, conjTranspose_smul,
    star_trivial, Matrix.mul_add, Matrix.add_mul, Matrix.mul_smul, Matrix.smul_mul]
  linear_combination (norm := module) l ^ 2 • e11 + l ^ 3 • e12 + l ^ 3 • e21 + l ^ 3 • e4
```

## (f) Continuity of the resolvent in the coupling strength

For Hermitian $K, C$ and $\operatorname{Im}w\neq0$, show that $l\mapsto G$ is continuous on the whole real line.

The entries of $w-K-lC$ are affine in $l$. By Cramer's rule the inverse is the adjugate divided by the determinant, both polynomial in the entries, and by (b) the determinant is nonzero at every real $l$. In Lean, `hin` is the continuity of the affine map, `continuousAt_matrix_inv` reduces the matrix inverse to scalar inversion at the determinant, and `continuousAt_inv₀` with `det_ne_zero` handles that.

```lean
/-- For Hermitian `K`, `C` and `Im w ≠ 0`, the resolvent `(w - K - l C)⁻¹` is continuous in
the real coupling strength `l`. -/
theorem continuous_resolvent {w : ℂ} (hw : w.im ≠ 0) {K C : Matrix n n ℂ}
    (hK : K.IsHermitian) (hC : C.IsHermitian) :
    Continuous fun l : ℝ => resolvent w (K + l • C) := by
  refine continuous_iff_continuousAt.mpr fun l => ?_
  have hH : (K + l • C).IsHermitian := by
    simp [Matrix.IsHermitian, conjTranspose_smul, hK.eq, hC.eq]
  have hin : Continuous fun l : ℝ => w • (1 : Matrix n n ℂ) - (K + l • C) :=
    continuous_const.sub (continuous_const.add (continuous_id.smul continuous_const))
  refine ContinuousAt.comp (f := fun l : ℝ => w • (1 : Matrix n n ℂ) - (K + l • C))
    (continuousAt_matrix_inv _ ?_) hin.continuousAt
  rw [Ring.inverse_eq_inv']
  exact continuousAt_inv₀ (det_ne_zero hw hH)
```

## (g) Agreement through third order and positivity for all real $l$

For Hermitian $K, C$, arbitrary $U_1, U_2$ and $\operatorname{Im}w>0$, show that each entry $(M(l)-S(l))_{ij}$ is $O(l^4)$ as $l\to0$, and that $\mathrm i(M-M^\dagger)$ is positive semidefinite for every real $l$.

By (e) the entry equals $l^4R_{ij}(l)$. Each term of $R$ is $G$ multiplied by constant matrices, so $R_{ij}$ is continuous by (f). It therefore tends to $R_{ij}(0)$ and is bounded by some constant $c$ near $l=0$, which gives $|(M-S)_{ij}|\le c\,l^4$ there. For the second claim apply (c) with $H=K+lC$ and $U=U(l)$. The matrix $2\operatorname{Im}w\,(GU)^\dagger(GU)$ is Hermitian, and for any complex vector $x$ indexed by $m$,
$$x^\dagger\,\mathrm i(M-M^\dagger)\,x=2\operatorname{Im}w\,\lVert GUx\rVert^2\ge0 .$$
This is the one step that uses the sign of $\operatorname{Im}w$.

In the statement, `=O[𝓝 0]` means a bound $c\,|l^4|$ for all real $l$ of either sign in some neighbourhood of zero. The frequency is fixed, so $c$ and the neighbourhood may depend on $w$, on the matrices and on $i, j$. No uniformity as $\operatorname{Im}w\to0$ is stated, and no smallness of the error at $l=1$. `PosSemidef` means Hermitian with a real, non-negative quadratic form on complex vectors. In the proof, `hR` is the continuity of $R$, `hb` multiplies $l^4=O(l^4)$ by $R_{ij}=O(1)$, and `adcForm_exact` identifies the product with the entry. The second branch rewrites by `spectralPart_resolvent` and scales `posSemidef_conjTranspose_mul_self` by the non-negative number $2\operatorname{Im}w$.

For electronic-structure work this means that, in a finite space of intermediate states with Hermitian $K$, a Hermitian first-order $C$ and couplings through second order, the broadened density $-\operatorname{Im}M_{ii}/\pi$ is non-negative at every frequency above the real axis, however large the interaction.

```lean
/-- For Hermitian `K`, `C` and `Im w > 0`, every entry of the ADC form agrees with the
third-order series in `g = (w - K)⁻¹` up to `O(l⁴)` as `l → 0`, and `i (M - M†)` is positive
semidefinite for all real `l`. -/
theorem adcForm_expansion_and_positivity [Fintype m] {w : ℂ} (hw : 0 < w.im)
    {K C : Matrix n n ℂ} (hK : K.IsHermitian) (hC : C.IsHermitian) (U₁ U₂ : Matrix n m ℂ) :
    (∀ i j, (fun l : ℝ => (adcForm w K C U₁ U₂ l - series (resolvent w K) C U₁ U₂ l) i j)
        =O[𝓝 0] fun l : ℝ => l ^ 4) ∧
      ∀ l : ℝ, (spectralPart (adcForm w K C U₁ U₂ l)).PosSemidef := by
  refine ⟨fun i j => ?_, fun l => ?_⟩
  · -- the remainder is continuous in `l`, hence bounded near zero
    have hG := continuous_resolvent hw.ne' hK hC
    have h : ∀ (P : Matrix m n ℂ) (Q : Matrix n n ℂ) (S : Matrix n m ℂ),
        Continuous fun l : ℝ => P * (Q * resolvent w (K + l • C)) * S := fun P Q S =>
      (continuous_const.matrix_mul (continuous_const.matrix_mul hG)).matrix_mul
        continuous_const
    have hR : Continuous fun l : ℝ =>
        remainder (resolvent w K) (resolvent w (K + l • C)) C U₁ U₂ :=
      ((((continuous_const.matrix_mul hG).matrix_mul continuous_const).add (h _ _ _)).add
        (h _ _ _)).add (h _ _ _)
    have hb := (isBigO_refl (fun l : ℝ => l ^ 4) (𝓝 0)).smul
      (((hR.matrix_elem i j).tendsto 0).isBigO_one ℝ)
    refine hb.congr (fun l => ?_) (fun l => by simp)
    rw [adcForm_exact hw.ne' hK hC, Matrix.smul_apply]
  · have hH : (K + l • C).IsHermitian := by
      simp [Matrix.IsHermitian, conjTranspose_smul, hK.eq, hC.eq]
    rw [adcForm, spectralPart_resolvent hw.ne' hH]
    exact (posSemidef_conjTranspose_mul_self _).smul
      (Complex.zero_le_real.mpr (by positivity))
```

## (h) A truncated series with negative spectral part

For $1\times1$ matrices $K=C=0$, $U_1=1$, $U_2=-1$ at $w=\mathrm i$, $l=1$, show that the spectral part of $S$ is $-2$ and is not positive semidefinite.

Here $g=1/\mathrm i=-\mathrm i$, and $S=g+(-g-g+0)=-g=\mathrm i$. Its spectral part is $\mathrm i(\mathrm i-(-\mathrm i))=-2$, and the quadratic form on the vector $x=1$ is $-2<0$. For comparison, $U(1)=1-1=0$, so $M=0$. The term $l^4U_2^\dagger GU_2=-\mathrm i$ that the series omits has spectral part $+2$ and completes the square $(l-l^2)^2$. The theorem is a single instance with chosen numbers that are not derived from a many-electron Hamiltonian. It shows that positivity is not a general property of $S$ for free input matrices. In Lean, `hg` evaluates the resolvent by exhibiting a right inverse, `heq` computes the one entry, and `h1` tests the quadratic form on the constant vector $1$.

```lean
/-- For `1 × 1` matrices `K = C = 0`, `U₁ = 1`, `U₂ = -1` at `w = i`, `l = 1`, the spectral
part of the third-order series is `-2` and is not positive semidefinite. -/
theorem series_not_positive :
    spectralPart (series (resolvent I (0 : Matrix (Fin 1) (Fin 1) ℂ)) 0
        (1 : Matrix (Fin 1) (Fin 1) ℂ) (-1) 1) = (-2 : ℂ) • 1 ∧
      ¬ (spectralPart (series (resolvent I (0 : Matrix (Fin 1) (Fin 1) ℂ)) 0
        (1 : Matrix (Fin 1) (Fin 1) ℂ) (-1) 1)).PosSemidef := by
  have hg : resolvent I (0 : Matrix (Fin 1) (Fin 1) ℂ) = (-I) • 1 :=
    inv_eq_right_inv (by simp [smul_smul])
  have heq : spectralPart (series (resolvent I (0 : Matrix (Fin 1) (Fin 1) ℂ)) 0
      (1 : Matrix (Fin 1) (Fin 1) ℂ) (-1) 1) = (-2 : ℂ) • 1 := by
    rw [hg]
    ext i j
    fin_cases i
    fin_cases j
    norm_num [spectralPart, series, Matrix.mul_apply, Complex.ext_iff]
  refine ⟨heq, fun h => ?_⟩
  rw [heq] at h
  have h1 := (Complex.le_def.mp (h.dotProduct_mulVec_nonneg fun _ => 1)).1
  norm_num [dotProduct, Matrix.mulVec] at h1

end

end ADCPropagator
```

```lean
#print axioms ADCPropagator.adcForm_expansion_and_positivity
#print axioms ADCPropagator.series_not_positive
```

```
'ADCPropagator.adcForm_expansion_and_positivity' depends on axioms: [propext, Classical.choice, Quot.sound]
'ADCPropagator.series_not_positive' depends on axioms: [propext, Classical.choice, Quot.sound]
```
